# Under coordinate scaling, a local kernel is linear in the coupling exactly when the energy density is −c n^(4/3) plus affine terms

## Two powers of the density

Take the energy density e(n) = −n^(4/3) at density n > 0. For a number t > 0, divide the density by t³ and multiply the result by t⁵:

t⁵ · (−(n/t³)^(4/3)) = −t⁵ · t⁻⁴ · n^(4/3) = t · (−n^(4/3))

The outcome is the original function times t, so its second derivative is also multiplied by t. The same operation on n² gives

t⁵ · (n/t³)² = t⁻¹ · n²

and here the second derivative is multiplied by 1/t. The power of the density decides how the second derivative depends on t. The question below is which functions e, powers or not, give the factor t.

## Where the factors t⁵ and t³ come from

In density-functional theory the electron-electron repulsion can be multiplied by a coupling t while the density is held fixed. The exchange-correlation energy at coupling t then follows from the one at full coupling, t = 1, by a scaling of the coordinates:

E_t[n] = t² E[n_(1/t)], with n_(1/t)(r) = t⁻³ n(r/t)

Suppose that the functional is local, E[n] = ∫ e(n(r)) d³r. The substitution r = t u contributes a factor t³, so that

E_t[n] = t² ∫ e(n(r/t)/t³) d³r = ∫ t⁵ e(n(u)/t³) d³u

The energy density at coupling t is therefore

e_t(n) = t⁵ e(n/t³)

The second functional derivative of a local functional is e''(n(r)) δ(r − r'). Its strength f = e'' is called the local kernel here, and f_t denotes the local kernel of e_t.

Kernels at intermediate coupling enter one route to correlation energies beyond the random-phase approximation, in which the correlation energy is obtained from response functions by an integral over the coupling. With χ₀ the response function of the non-interacting system, w the Coulomb interaction and χ_t the response at coupling t,

χ_t = χ₀ + χ₀ (t w + f_t) χ_t

For a static, local kernel with f_t = t f, the bracket becomes t (w + f), and the kernel has to be evaluated only once for all couplings.

## The statement and its Lean form

Let e have local kernel f at positive densities. There are three results.

1. For every t > 0, e_t has local kernel t⁻¹ f(n/t³).
2. For e(n) = −c n^(4/3), this kernel is t f(n).
3. The kernel of e_t is t f(n) for every t > 0 if and only if there are real numbers c, a, b with e(n) = −c n^(4/3) + a n + b for all n > 0.

In Lean, densities and energy densities are real numbers, and e and f are functions `ℝ → ℝ`. The relation "f is the local kernel of e" is `HasLocalKernel e f`: there is a function v, the potential, such that at every n > 0 the derivative of e is v(n) and the derivative of v is f(n). Nothing is required at zero or negative density, and f need not be continuous.

The scaled energy density e_t is `coupledEnergy e t`. This is a definition: the scaling relation for the functional, which gives it its physical meaning, is assumed and not derived. The functions −c n^(4/3) and −(4/9) c n^(−2/3) are `exchangeEnergy c` and `exchangeKernel c`. In physics c is the positive prefactor of the exchange energy density of the uniform electron gas, whereas the theorems allow any real c, including zero.

The three results are `coupled_kernel`, `exchange_coupling` and `kernel_linear_in_coupling_iff`. They concern functions of a single density value. Spin polarisation, density gradients, frequency dependence and non-local kernels are not covered, and neither is the equation for χ_t.

## Two derivatives, then one well-chosen coupling

**The kernel at coupling t.** Write v = e'. By the chain rule, each derivative of a function of n/t³ brings down a factor t⁻³:

e_t'(n) = t⁵ · t⁻³ · v(n/t³) = t² v(n/t³)

e_t''(n) = t² · t⁻³ · f(n/t³) = t⁻¹ f(n/t³)

**Powers.** For e(n) = C n^p, with real C and p, the kernel is f(n) = C p (p−1) n^(p−2). At coupling t it becomes

t⁻¹ f(n/t³) = t⁻¹ · t^(−3(p−2)) · f(n) = t^(5−3p) f(n)

With p = 4/3 and C = −c the exponent 5 − 3p equals 1, and f(n) = −(4/9) c n^(−2/3).

**From linearity to the form of e.** Suppose that the kernel of e_t is t f(n) for every t > 0. It is also t⁻¹ f(n/t³), so

t⁻¹ f(n/t³) = t f(n) for all t > 0 and n > 0

Fix n and choose t = n^(1/3). Then n/t³ = 1, and

f(1) = t² f(n) = n^(2/3) f(n), hence f(n) = f(1) n^(−2/3)

This is the exchange kernel with c = −(9/4) f(1). Let e_x(n) = −c n^(4/3) with this c, and let v_x be its derivative. Since e and e_x have the same second derivative, v − v_x has derivative zero on the half-line n > 0 and equals a constant a. Then e − e_x − a n has derivative v − v_x − a = 0 and equals a constant b. So e(n) = −c n^(4/3) + a n + b.

**From the form of e to linearity.** The terms a n + b have second derivative zero, so f(n) = −(4/9) c n^(−2/3), and

t⁻¹ f(n/t³) = t⁻¹ · t² · f(n) = t f(n)

The affine terms are invisible to the kernel but not to the energy density: at coupling t they become t² a n + t⁵ b. A kernel linear in t therefore does not make e_t itself linear in t. The theorem allows any real b, but for a finite number of electrons in all of space the integral of e(n(r)) diverges unless b = 0.

## An unrelated f breaks one direction

The third result assumes that f is the local kernel of e. Without this assumption, take e(n) = 0 and f(n) = 1. Then e has the required form with c = a = b = 0, but e_t is zero for every t, and its kernel is 0 and not t · 1. The implication from the form of e to linearity fails. The other implication survives, because linearity at t = 1 already says that f is the kernel of e.

## The complete file

```lean
import Mathlib

open Set

namespace LocalKernelCoupling

noncomputable section

/-- The function `f` is the local kernel of the energy density `e`: at every positive density,
`e` has a derivative `v` (the potential), and `v` has derivative `f`. -/
def HasLocalKernel (e f : ℝ → ℝ) : Prop :=
  ∃ v : ℝ → ℝ, ∀ n, 0 < n → HasDerivAt e (v n) n ∧ HasDerivAt v (f n) n

/-- The coordinate-scaled energy density `t^5 e(n/t^3)` at coupling `t > 0`. -/
def coupledEnergy (e : ℝ → ℝ) (t n : ℝ) : ℝ := t ^ 5 * e (n / t ^ 3)

/-- The local exchange energy density `-c n^(4/3)`, for densities `n ≥ 0`. -/
def exchangeEnergy (c n : ℝ) : ℝ := -c * n ^ (4 / 3 : ℝ)

/-- The function `-(4/9) c n^(-2/3)`, for densities `n > 0`. -/
def exchangeKernel (c n : ℝ) : ℝ := -(4 / 9) * c * n ^ (-2 / 3 : ℝ)

/-- Only the values of a local kernel at positive densities matter. -/
theorem HasLocalKernel.congr {e f g : ℝ → ℝ} (h : HasLocalKernel e f)
    (hfg : ∀ n, 0 < n → f n = g n) : HasLocalKernel e g := by
  obtain ⟨v, hv⟩ := h
  exact ⟨v, fun n hn => ⟨(hv n hn).1, (hv n hn).2.congr_deriv (hfg n hn)⟩⟩

/-- The local kernel at coupling `t` is `t^(-1)` times the full-coupling kernel at the
scaled density `n/t^3`. -/
theorem coupled_kernel {e f : ℝ → ℝ} (h : HasLocalKernel e f) {t : ℝ} (ht : 0 < t) :
    HasLocalKernel (coupledEnergy e t) (fun n => t⁻¹ * f (n / t ^ 3)) := by
  obtain ⟨v, hv⟩ := h
  have a1 : t ^ 5 * (1 / t ^ 3) = t ^ 2 := by field_simp
  have a2 : t ^ 2 * (1 / t ^ 3) = t⁻¹ := by field_simp
  refine ⟨fun n => t ^ 2 * v (n / t ^ 3), fun n hn => ?_⟩
  have hm : 0 < n / t ^ 3 := by positivity
  have hs : HasDerivAt (fun x : ℝ => x / t ^ 3) (1 / t ^ 3) n :=
    (hasDerivAt_id' n).div_const _
  obtain ⟨h1, h2⟩ := hv _ hm
  -- each derivative brings down one factor `1/t^3`
  constructor
  · exact ((h1.comp n hs).const_mul (t ^ 5)).congr_deriv
      (by linear_combination v (n / t ^ 3) * a1)
  · exact ((h2.comp n hs).const_mul (t ^ 2)).congr_deriv
      (by linear_combination f (n / t ^ 3) * a2)

/-- The energy density `C n^p` has local kernel `C p (p-1) n^(p-2)`. -/
theorem power_kernel (C p : ℝ) :
    HasLocalKernel (fun n => C * n ^ p) (fun n => C * p * (p - 1) * n ^ (p - 2)) := by
  refine ⟨fun n => C * (p * n ^ (p - 1)), fun n hn => ⟨?_, ?_⟩⟩
  · exact (Real.hasDerivAt_rpow_const (Or.inl hn.ne')).const_mul C
  · refine (((Real.hasDerivAt_rpow_const (p := p - 1)
      (Or.inl hn.ne')).const_mul p).const_mul C).congr_deriv ?_
    rw [show p - 1 - 1 = p - 2 by ring]
    ring

/-- For the energy density `C n^p`, the local kernel at coupling `t` is `t^(5-3p)` times the
kernel at full coupling. -/
theorem power_coupling (C p : ℝ) {t : ℝ} (ht : 0 < t) :
    HasLocalKernel (coupledEnergy (fun n => C * n ^ p) t)
      (fun n => t ^ (5 - 3 * p) * (C * p * (p - 1) * n ^ (p - 2))) := by
  refine (coupled_kernel (power_kernel C p) ht).congr fun n hn => ?_
  have h1 : (t ^ 3) ^ (p - 2) = t ^ (3 * (p - 2)) := by
    rw [← Real.rpow_natCast, ← Real.rpow_mul ht.le]
    norm_num
  have h2 : t ^ (5 - 3 * p) = t⁻¹ / t ^ (3 * (p - 2)) := by
    rw [← Real.rpow_neg_one, ← Real.rpow_sub ht]
    congr 1
    ring
  have h3 : (n / t ^ 3) ^ (p - 2) = n ^ (p - 2) / t ^ (3 * (p - 2)) := by
    rw [Real.div_rpow hn.le (pow_pos ht 3).le, h1]
  show t⁻¹ * (C * p * (p - 1) * (n / t ^ 3) ^ (p - 2)) = _
  rw [h2, h3]
  ring

/-- The exchange energy density `-c n^(4/3)` has local kernel `-(4/9) c n^(-2/3)`. -/
theorem exchange_kernel (c : ℝ) : HasLocalKernel (exchangeEnergy c) (exchangeKernel c) := by
  have h := power_kernel (-c) (4 / 3)
  refine HasLocalKernel.congr h fun n _ => ?_
  show -c * (4 / 3) * (4 / 3 - 1) * n ^ ((4 / 3 : ℝ) - 2) = -(4 / 9) * c * n ^ (-2 / 3 : ℝ)
  rw [show (4 / 3 : ℝ) - 2 = -2 / 3 by norm_num]
  ring

/-- The local exchange kernel at coupling `t` is `t` times the exchange kernel at full
coupling. -/
theorem exchange_coupling (c : ℝ) {t : ℝ} (ht : 0 < t) :
    HasLocalKernel (coupledEnergy (exchangeEnergy c) t) (fun n => t * exchangeKernel c n) := by
  have h := power_coupling (-c) (4 / 3) ht
  refine HasLocalKernel.congr h fun n _ => ?_
  show t ^ ((5 : ℝ) - 3 * (4 / 3)) * (-c * (4 / 3) * (4 / 3 - 1) * n ^ ((4 / 3 : ℝ) - 2))
    = t * (-(4 / 9) * c * n ^ (-2 / 3 : ℝ))
  rw [show (5 : ℝ) - 3 * (4 / 3) = 1 by norm_num,
    show (4 / 3 : ℝ) - 2 = -2 / 3 by norm_num, Real.rpow_one]
  ring

/-- Energy densities that agree at all positive densities have the same local kernel there. -/
theorem kernel_unique {e e' f f' : ℝ → ℝ} (h : HasLocalKernel e f) (h' : HasLocalKernel e' f')
    (he : ∀ n, 0 < n → e n = e' n) {n : ℝ} (hn : 0 < n) : f n = f' n := by
  obtain ⟨v, hv⟩ := h
  obtain ⟨v', hv'⟩ := h'
  have hvv : ∀ m, 0 < m → v m = v' m := fun m hm =>
    (hv m hm).1.unique ((hv' m hm).1.congr_of_eventuallyEq
      (by filter_upwards [Ioi_mem_nhds hm] with x hx using he x hx))
  exact (hv n hn).2.unique ((hv' n hn).2.congr_of_eventuallyEq
    (by filter_upwards [Ioi_mem_nhds hn] with x hx using hvv x hx))

/-- Two energy densities with the same local kernel differ, at positive densities, by a term
linear in the density plus a constant. -/
theorem eq_add_affine {e e' f : ℝ → ℝ} (h : HasLocalKernel e f) (h' : HasLocalKernel e' f) :
    ∃ a b : ℝ, ∀ n, 0 < n → e n = e' n + a * n + b := by
  obtain ⟨v, hv⟩ := h
  obtain ⟨v', hv'⟩ := h'
  have const : ∀ g : ℝ → ℝ, (∀ n, 0 < n → HasDerivAt g 0 n) → ∀ n, 0 < n → g n = g 1 :=
    fun g hg n hn => isOpen_Ioi.is_const_of_deriv_eq_zero isPreconnected_Ioi
      (fun x hx => (hg x hx).differentiableAt.differentiableWithinAt)
      (fun x hx => (hg x hx).deriv) (mem_Ioi.2 hn) (mem_Ioi.2 one_pos)
  -- the potentials differ by a constant
  have hV : ∀ n, 0 < n → v n - v' n = v 1 - v' 1 :=
    const (fun x => v x - v' x) fun n hn =>
      ((hv n hn).2.fun_sub (hv' n hn).2).congr_deriv (sub_self _)
  -- after removal of the linear term the energy densities do too
  have hE : ∀ n, 0 < n →
      e n - e' n - (v 1 - v' 1) * n = e 1 - e' 1 - (v 1 - v' 1) * 1 :=
    const (fun x => e x - e' x - (v 1 - v' 1) * x) fun n hn =>
      (((hv n hn).1.fun_sub (hv' n hn).1).fun_sub
        ((hasDerivAt_id' n).const_mul (v 1 - v' 1))).congr_deriv
        (by linear_combination hV n hn)
  exact ⟨v 1 - v' 1, e 1 - e' 1 - (v 1 - v' 1) * 1, fun n hn => by
    linear_combination hE n hn⟩

/-- The local kernel at every coupling `t > 0` is `t` times the full-coupling kernel if and only
if the energy density is `-c n^(4/3) + a n + b` at positive densities. -/
theorem kernel_linear_in_coupling_iff {e f : ℝ → ℝ} (h : HasLocalKernel e f) :
    (∀ t, 0 < t → HasLocalKernel (coupledEnergy e t) (fun n => t * f n)) ↔
      ∃ c a b : ℝ, ∀ n, 0 < n → e n = exchangeEnergy c n + a * n + b := by
  constructor
  · intro H
    refine ⟨-(9 / 4) * f 1, eq_add_affine h ((exchange_kernel _).congr fun n hn => ?_)⟩
    -- the coupling `t = n^(1/3)` scales the density `n` to one
    obtain ⟨t, ht, t3, t2⟩ : ∃ t : ℝ, 0 < t ∧ t ^ 3 = n ∧ t ^ 2 = n ^ (2 / 3 : ℝ) := by
      refine ⟨n ^ (1 / 3 : ℝ), Real.rpow_pos_of_pos hn _, ?_, ?_⟩
      · rw [← Real.rpow_natCast, ← Real.rpow_mul hn.le]
        norm_num
      · rw [← Real.rpow_natCast, ← Real.rpow_mul hn.le]
        norm_num
    have key : t⁻¹ * f (n / t ^ 3) = t * f n :=
      kernel_unique (coupled_kernel h ht) (H t ht) (fun _ _ => rfl) hn
    rw [t3, div_self hn.ne'] at key
    have hf : f 1 = t ^ 2 * f n := by
      calc f 1 = t * (t⁻¹ * f 1) := by rw [mul_inv_cancel_left₀ ht.ne']
        _ = t ^ 2 * f n := by rw [key]; ring
    have hq : n ^ (-2 / 3 : ℝ) * n ^ (2 / 3 : ℝ) = 1 := by
      rw [← Real.rpow_add hn]
      norm_num
    show -(4 / 9) * (-(9 / 4) * f 1) * n ^ (-2 / 3 : ℝ) = f n
    linear_combination n ^ (-2 / 3 : ℝ) * hf + f n * hq + n ^ (-2 / 3 : ℝ) * f n * t2
  · rintro ⟨c, a, b, he⟩ t ht
    -- the affine terms do not contribute to the kernel
    have hx : HasLocalKernel (fun n => exchangeEnergy c n + a * n + b) (exchangeKernel c) := by
      obtain ⟨v, hv⟩ := exchange_kernel c
      refine ⟨fun n => v n + a, fun n hn => ⟨?_, (hv n hn).2.add_const a⟩⟩
      exact (((hv n hn).1.fun_add ((hasDerivAt_id' n).const_mul a)).add_const b).congr_deriv
        (by ring)
    have hf : ∀ n, 0 < n → f n = exchangeKernel c n := fun n hn => kernel_unique h hx he hn
    refine (coupled_kernel h ht).congr fun n hn => ?_
    have hm : 0 < n / t ^ 3 := by positivity
    have hs : t⁻¹ * exchangeKernel c (n / t ^ 3) = t * exchangeKernel c n :=
      kernel_unique (coupled_kernel (exchange_kernel c) ht) (exchange_coupling c ht)
        (fun _ _ => rfl) hn
    show t⁻¹ * f (n / t ^ 3) = t * f n
    rw [hf _ hm, hf n hn, hs]

end

end LocalKernelCoupling
```

```lean
#print axioms LocalKernelCoupling.kernel_linear_in_coupling_iff
```

```
'LocalKernelCoupling.kernel_linear_in_coupling_iff' depends on axioms: [propext, Classical.choice, Quot.sound]
```

## How the proof follows the derivation

`HasLocalKernel.congr` allows a kernel to be replaced by another expression that agrees with it at positive densities. It serves whenever a computed kernel has to be brought into a simpler form.

`coupled_kernel` carries out the two chain-rule steps. The potential of the scaled energy density is given explicitly as t² v(n/t³). The terms `h1.comp n hs` and `h2.comp n hs` are the two applications of the chain rule, and the identities `a1` and `a2` record t⁵/t³ = t² and t²/t³ = t⁻¹.

`power_kernel` differentiates C n^p twice. The rule for real powers is used at n > 0, where it holds for every exponent. `power_coupling` then collects the powers of t: `h3` splits (n/t³)^(p−2) into a density factor and a coupling factor, and `h2` writes t^(5−3p) as t⁻¹ divided by t^(3(p−2)). `exchange_kernel` and `exchange_coupling` are the case p = 4/3 of these two lemmas.

`kernel_unique` states that energy densities which agree at all positive densities have kernels which agree there. A derivative at n depends on the function in a neighbourhood of n, and the positive half-line is a neighbourhood of each of its points. The argument is applied first to the energy densities, which gives equal potentials, and then to the potentials.

`eq_add_affine` is the integration step. Its local statement `const` says that a function with derivative zero at every positive density has the same value everywhere on the half-line as at 1; this uses that the half-line is open and connected. Applied to the difference of the potentials, it gives `hV`, with a = v(1) − v'(1), where `v'` names the second potential and not a derivative. Applied to the difference of the energy densities minus a n, it gives `hE` and with it the constant b.

In `kernel_linear_in_coupling_iff`, the forward direction takes c = −(9/4) f(1) and uses `eq_add_affine` to reduce the claim to showing that `exchangeKernel c` equals f at positive densities. The `obtain` step supplies t = n^(1/3) together with t³ = n and t² = n^(2/3). The equation `key` comes from `kernel_unique`, since the assumption and `coupled_kernel` each provide a kernel for the same scaled energy density. After n/t³ has been replaced by 1, `hf` is the relation f(1) = t² f(n), and the last `linear_combination` solves it for f(n), using n^(−2/3) · n^(2/3) = 1.

The reverse direction first shows, in `hx`, that the affine terms leave the exchange kernel unchanged: a n adds the constant a to the potential, and b adds nothing. By `kernel_unique`, f is then the exchange kernel at positive densities. The scaling identity `hs` is obtained without computing any powers, because `coupled_kernel` and `exchange_coupling` give two expressions for the kernel of the same energy density, and uniqueness makes them equal.
